# Increments of spectral moments are sums over closed walks

An electron hops on a molecule or crystal too large to treat whole. One kind of fragment method computes a quantity for single sites, then adds corrections for pairs, triples and larger groups. At what group size do the corrections stop? Here the question is put for the spectral moments of a non-interacting, finite hopping model. For a Hermitian Hamiltonian written in an orthonormal basis of site orbitals, these are the sums of the $k$-th powers of the one-particle energies.

## Fragments, increments and walks

The sites form a finite type `n`, and $H$ is any complex square matrix on them; hermiticity is not assumed. Diagonal elements are on-site energies, off-diagonal ones hopping amplitudes.

```lean
import Mathlib

open Finset

namespace SpectralMomentIncrements

noncomputable section

variable {n : Type*} [Fintype n] [DecidableEq n]
```

A fragment is a finite set $S$ of sites. Its Hamiltonian $H_S$ is the principal submatrix of $H$: the couplings to the other sites are cut, and nothing replaces them. Its moment is $E(S)=\operatorname{tr}(H_S^k)$, not divided by the number of sites.

```lean
/-- The `k`-th spectral moment of the fragment `S`: the trace of the `k`-th power of the
principal submatrix of `H` on `S`. -/
def moment (H : Matrix n n ℂ) (k : ℕ) (S : Finset n) : ℂ :=
  ((H.submatrix (fun i : S => (i : n)) (fun i : S => (i : n))) ^ k).trace
```

The increment is what $S$ contributes beyond its smaller subfragments:
$$D(S)=\sum_{T\subseteq S}(-1)^{|S\setminus T|}E(T).$$
The empty fragment has moment zero, so a pair has $D(\{a,b\})=E(\{a,b\})-E(\{a\})-E(\{b\})$.

```lean
/-- The increment of the `k`-th moment on `S`: the alternating sum of the moments of all
subfragments of `S`. -/
def increment (H : Matrix n n ℂ) (k : ℕ) (S : Finset n) : ℂ :=
  ∑ T ∈ S.powerset, (-1) ^ (S \ T).card * moment H k T
```

A closed $k$-step walk is a list of sites $w_0,\dots,w_{k-1}$, with time counted modulo $k$. Its weight is
$$W_H(w)=\prod_{t=0}^{k-1}H_{w_t\,w_{t+1}},\qquad w_k=w_0.$$
A step may stay on its site, and the same loop begun at a different site is in general a different walk. In Lean, addition in `Fin k` wraps around and so supplies the closing step; `[NeZero k]` says that $k\ge1$.

```lean
/-- The weight of a closed `k`-step walk: the product of the matrix elements along its steps,
the last step leading back to the start. -/
def walkWeight {m : Type*} {k : ℕ} [NeZero k] (H : Matrix m m ℂ) (w : Fin k → m) : ℂ :=
  ∏ t, H (w t) (w (t + 1))
```

Write $V(w)$ for the set of sites visited.

```lean
/-- The set of sites visited by a walk. -/
abbrev visited {k : ℕ} (w : Fin k → n) : Finset n := univ.image w
```

Finally, $iw$ denotes the list $i,w_0,\dots,w_{k-1}$, which is `prepend i w`.

```lean
/-- The walk that starts at `i` and continues along `w`. -/
def prepend {m : Type*} {k : ℕ} (i : m) (w : Fin k → m) : Fin (k + 1) → m
  | ⟨0, _⟩ => i
  | ⟨t + 1, h⟩ => w ⟨t, Nat.lt_of_succ_lt_succ h⟩
```

## From matrix powers to walks

### (a) Splitting off the first site

Show that a sum over lists of $k+1$ sites can be done first site first:
$$\sum_v f(v)=\sum_i\sum_w f(iw).$$

**Solution.** Every list $v_0,\dots,v_k$ is $iw$ for exactly one pair, namely $i=v_0$ and $w_t=v_{t+1}$. The two sums therefore have the same terms. Lean builds this bijection as the equivalence `e` and reindexes along it.

```lean
/-- A sum over walks splits into a sum over the first site and a sum over the remaining ones. -/
theorem sum_prepend {m : Type*} [Fintype m] [DecidableEq m] {k : ℕ}
    (f : (Fin (k + 1) → m) → ℂ) : ∑ v, f v = ∑ i, ∑ w, f (prepend i w) := by
  let e : m × (Fin k → m) ≃ (Fin (k + 1) → m) :=
    { toFun := fun p => prepend p.1 p.2
      invFun := fun v => (v 0, fun t => v t.succ)
      left_inv := fun p => rfl
      right_inv := fun v => by
        funext t
        rcases t with ⟨_ | t, h⟩ <;> rfl }
  exact (e.sum_comp f).symm.trans (Fintype.sum_prod_type _)
```

### (b) A matrix power as a sum over paths

For $k\ge0$ and matrices $A,B$, expand $A^kB$ over paths. With $v=iw$, show that
$$(A^kB)_{ij}=\sum_{w}\Big(\prod_{t=0}^{k-1}A_{v_t\,v_{t+1}}\Big)B_{v_k\,j}.$$

**Solution.** Use induction on $k$, for all $i$ at once. At $k=0$ there is one empty list $w$, with $v_0=i$, and the right side is $B_{ij}$. For the next power,
$$(A^{k+1}B)_{ij}=\sum_l A_{il}(A^kB)_{lj}.$$
Insert the hypothesis for paths starting at $l$. The factor $A_{il}$ becomes their new first step, and by (a) the sums over $l$ and $w$ combine into one over lists $lw$ of length $k+1$. The separate factor $B$ keeps a place for the step that will close the path.

```lean
/-- The matrix elements of `A ^ k * B` are sums over paths with `k` steps weighted by `A` and
a final step weighted by `B`. -/
theorem pow_mul_apply_eq_sum_paths {m : Type*} [Fintype m] [DecidableEq m]
    (A B : Matrix m m ℂ) (k : ℕ) (i j : m) :
    (A ^ k * B) i j = ∑ w : Fin k → m,
      (∏ t : Fin k, A (prepend i w t.castSucc) (w t)) * B (prepend i w (Fin.last k)) j := by
  induction k generalizing i with
  | zero =>
    rw [pow_zero, one_mul, Fintype.sum_unique, Fin.prod_univ_zero, one_mul]
    rfl
  | succ k ih =>
    -- split off the first step
    rw [pow_succ', mul_assoc, Matrix.mul_apply, sum_prepend]
    refine sum_congr rfl fun l _ => ?_
    rw [ih, mul_sum]
    refine sum_congr rfl fun w _ => ?_
    rw [Fin.prod_univ_succ, mul_assoc]
    rfl
```

### (c) Closing the paths

For $k\ge1$, express the trace of $A^k$ through closed walks:
$$\operatorname{tr}(A^k)=\sum_{w}W_A(w).$$

**Solution.** Put $k=p+1$ and write $A^k=A^pA$. Part (b) with power $p$, $B=A$ and $j=i$ gives
$$\operatorname{tr}(A^k)=\sum_i\sum_w\Big(\prod_{t=0}^{p-1}A_{v_t\,v_{t+1}}\Big)A_{v_p\,v_0},\qquad v=iw.$$
The summand is $W_A(v)$, and (a) merges the sums. In Lean, `hstep` identifies the ordinary steps and `hlast` the return from time $p$ to time $0$.

```lean
/-- The trace of the `k`-th power of a matrix is the sum of the weights of all closed
`k`-step walks. -/
theorem trace_pow_eq_sum_walks {m : Type*} [Fintype m] [DecidableEq m] {k : ℕ} [NeZero k]
    (A : Matrix m m ℂ) : (A ^ k).trace = ∑ w : Fin k → m, walkWeight A w := by
  cases k with
  | zero => exact absurd rfl (NeZero.ne 0)
  | succ p =>
    have hstep : ∀ t : Fin p, t.castSucc + 1 = t.succ := fun t => by
      apply Fin.ext
      have ht := t.isLt
      show (t.val + 1 % (p + 1)) % (p + 1) = t.val + 1
      rw [Nat.add_mod_mod, Nat.mod_eq_of_lt (by omega)]
    have hlast : Fin.last p + 1 = 0 := by
      apply Fin.ext
      show (p + 1 % (p + 1)) % (p + 1) = 0 % (p + 1)
      rw [Nat.add_mod_mod, Nat.mod_self, Nat.zero_mod]
    rw [sum_prepend, pow_succ]
    simp only [Matrix.trace, Matrix.diag_apply]
    refine sum_congr rfl fun i _ => ?_
    rw [pow_mul_apply_eq_sum_paths]
    refine sum_congr rfl fun w _ => ?_
    unfold walkWeight
    rw [Fin.prod_univ_castSucc, hlast]
    refine congrArg₂ (· * ·) (prod_congr rfl fun t _ => ?_) rfl
    rw [hstep t]
    rfl
```

### (d) Walks confined to a fragment

For $k\ge1$, write the moment of a fragment using walks on the full system:
$$E(S)=\sum_{w:\,V(w)\subseteq S}W_H(w).$$

**Solution.** Apply (c) to $H_S$. A walk on the sites of $S$ is the same thing as a walk on the full system that never leaves $S$, and its matrix elements are unchanged. The four goals of `sum_bij` say that the image stays in $S$, that different walks remain different, that every confined walk occurs, and that the weights agree.

```lean
/-- The moment of a fragment is the sum of the weights of the closed walks that stay inside it. -/
theorem moment_eq_sum_walks (H : Matrix n n ℂ) (k : ℕ) [NeZero k] (S : Finset n) :
    moment H k S = ∑ w : Fin k → n with visited w ⊆ S, walkWeight H w := by
  unfold moment
  rw [trace_pow_eq_sum_walks]
  refine sum_bij (fun v _ t => (v t : n)) ?_ ?_ ?_ ?_
  · intro v _
    exact mem_filter.2 ⟨mem_univ _, image_subset_iff.2 fun t _ => (v t).2⟩
  · intro v _ v' _ h
    funext t
    exact Subtype.ext (congrFun h t)
  · intro w hw
    have hS := image_subset_iff.1 (mem_filter.1 hw).2
    exact ⟨fun t => ⟨w t, hS t (mem_univ t)⟩, mem_univ _, rfl⟩
  · intro v _
    rfl
```

## Cancellation between fragments

### (e) The alternating sum between two sets

For finite sets $V$ and $S$, evaluate the signed sum over the sets between them:
$$\sum_{V\subseteq T\subseteq S}(-1)^{|S\setminus T|}=\begin{cases}1,&V=S,\\0,&V\ne S.\end{cases}$$

**Solution.** If $V\not\subseteq S$, there is no such $T$. Otherwise put $U=S\setminus T$, which runs over all subsets of $S\setminus V$. With $m=|S\setminus V|$ the sum is
$$\sum_{j=0}^m\binom mj(-1)^j=(1-1)^m,$$
which is $1$ for $m=0$ and $0$ for $m\ge1$. Given $V\subseteq S$, the case $m=0$ means $V=S$.

```lean
/-- The alternating sum over all fragments between `V` and `S` is one if `V = S` and zero
otherwise. -/
theorem alternating_sum (V S : Finset n) :
    ∑ T ∈ S.powerset, (if V ⊆ T then (-1 : ℂ) ^ (S \ T).card else 0)
      = if V = S then 1 else 0 := by
  rw [← sum_filter]
  by_cases hVS : V ⊆ S
  · -- pass to the complements inside `S`
    have h1 : ∑ T ∈ S.powerset with V ⊆ T, (-1 : ℂ) ^ (S \ T).card
        = ∑ U ∈ (S \ V).powerset, (-1 : ℂ) ^ U.card := by
      refine sum_bij' (fun T _ => S \ T) (fun U _ => S \ U) ?_ ?_ ?_ ?_ ?_
      · intro T hT
        exact mem_powerset.2 (sdiff_subset_sdiff (Subset.refl S) (mem_filter.1 hT).2)
      · intro U hU
        refine mem_filter.2 ⟨mem_powerset.2 sdiff_subset, fun x hx => ?_⟩
        exact mem_sdiff.2 ⟨hVS hx, fun hxU => (mem_sdiff.1 (mem_powerset.1 hU hxU)).2 hx⟩
      · intro T hT
        exact Finset.sdiff_sdiff_eq_self (mem_powerset.1 (mem_filter.1 hT).1)
      · intro U hU
        exact Finset.sdiff_sdiff_eq_self ((mem_powerset.1 hU).trans sdiff_subset)
      · intro T _
        rfl
    have h2 : ∑ U ∈ (S \ V).powerset, (-1 : ℂ) ^ U.card = if S \ V = ∅ then 1 else 0 := by
      exact_mod_cast congrArg (Int.cast : ℤ → ℂ) (sum_powerset_neg_one_pow_card (x := S \ V))
    have h3 : S \ V = ∅ ↔ V = S :=
      ⟨fun h => Subset.antisymm hVS (sdiff_eq_empty_iff_subset.1 h), fun h => by simp [h]⟩
    rw [h1, h2]
    simp only [h3]
  · have hne : V ≠ S := by
      intro h
      rw [h] at hVS
      exact hVS (Subset.refl S)
    rw [if_neg hne]
    refine sum_eq_zero fun T hT => ?_
    have hT' := mem_filter.1 hT
    exact absurd (hT'.2.trans (mem_powerset.1 hT'.1)) hVS
```

The whole cancellation rests on one Mathlib lemma, `sum_powerset_neg_one_pow_card`. It says that the sum of $(-1)^{|U|}$ over all subsets $U$ of a finite set is $1$ if the set is empty and $0$ otherwise. Two adjustments bring it to bear. The lemma speaks of all subsets of one set, whereas the problem has sets between two bounds; `sum_bij'` translates by taking complements in $S$, an operation that is its own inverse there. The lemma is also an identity between integers, and `exact_mod_cast` carries it to the complex numbers.

### (f) The increment as a sum over walks

For $k\ge1$, determine which walks survive in $D(S)$:
$$D(S)=\sum_{w:\,V(w)=S}W_H(w).$$

**Solution.** Insert (d) in the definition and exchange the finite sums:
$$D(S)=\sum_w W_H(w)\sum_{V(w)\subseteq T\subseteq S}(-1)^{|S\setminus T|}.$$
By (e) the inner sum is $1$ if $V(w)=S$ and $0$ otherwise. For $k=2$ and a pair $a\ne b$, the surviving walks are $(a,b)$ and $(b,a)$, so $D(\{a,b\})=2H_{ab}H_{ba}$. The exchange is `sum_comm` in Lean, made possible by writing the condition on $T$ as an `if` inside the sum.

```lean
/-- The increment of the `k`-th moment on `S` is the sum of the weights of the closed `k`-step
walks that visit exactly the sites of `S`. -/
theorem increment_eq_sum_walks (H : Matrix n n ℂ) (k : ℕ) [NeZero k] (S : Finset n) :
    increment H k S = ∑ w : Fin k → n with visited w = S, walkWeight H w := by
  calc increment H k S
      = ∑ T ∈ S.powerset, ∑ w : Fin k → n,
          walkWeight H w * (if visited w ⊆ T then (-1 : ℂ) ^ (S \ T).card else 0) := by
        refine sum_congr rfl fun T _ => ?_
        rw [moment_eq_sum_walks, sum_filter, mul_sum]
        refine sum_congr rfl fun w _ => ?_
        split_ifs <;> ring
    _ = ∑ w : Fin k → n, walkWeight H w * (if visited w = S then 1 else 0) := by
        rw [sum_comm]
        refine sum_congr rfl fun w _ => ?_
        rw [← mul_sum, alternating_sum]
    _ = _ := by
        rw [sum_filter]
        refine sum_congr rfl fun w _ => ?_
        split_ifs <;> ring
```

## Where the expansion ends

### (g) Fragments that are too large

For $k\ge1$, show that
$$|S|>k\quad\Longrightarrow\quad D(S)=0.$$

**Solution.** A walk with $k$ entries visits at most $k$ different sites. None can visit exactly $S$, so the sum in (f) is empty. The bound on the visited set is `card_image_le`.

```lean
/-- The increment of the `k`-th moment vanishes on every fragment with more than `k` sites. -/
theorem increment_eq_zero_of_lt_card (H : Matrix n n ℂ) (k : ℕ) [NeZero k] (S : Finset n)
    (hS : k < S.card) : increment H k S = 0 := by
  rw [increment_eq_sum_walks]
  refine sum_eq_zero fun w hw => ?_
  have h : (visited w).card ≤ (univ : Finset (Fin k)).card := card_image_le
  rw [(mem_filter.1 hw).2, card_univ, Fintype.card_fin] at h
  omega
```

### (h) The truncated expansion is exact

For $k\ge1$, recover the moment of any fragment from small increments:
$$E(S)=\sum_{\substack{T\subseteq S\\|T|\le k}}D(T).$$

**Solution.** By (g), the restriction $|T|\le k$ removes only zeros. Without it, (f) turns the right side into a sum over walks grouped by their visited set $T\subseteq S$. Each walk inside $S$ belongs to one group, so the total is $E(S)$ by (d). Lean follows this order, starting with `sum_filter_of_ne`.

```lean
/-- The `k`-th moment of any fragment is the sum of the increments of its subfragments with at
most `k` sites. -/
theorem moment_eq_sum_small_increments (H : Matrix n n ℂ) (k : ℕ) [NeZero k] (S : Finset n) :
    moment H k S = ∑ T ∈ S.powerset with T.card ≤ k, increment H k T := by
  rw [sum_filter_of_ne (fun T _ hT => not_lt.1 fun h =>
    hT (increment_eq_zero_of_lt_card H k T h)), moment_eq_sum_walks]
  simp_rw [increment_eq_sum_walks, sum_filter]
  rw [sum_comm]
  refine sum_congr rfl fun w _ => ?_
  rw [sum_ite_eq]
  simp only [mem_powerset]
```

For this finite, non-interacting model, fragments of at most $k$ sites thus determine the $k$-th moment exactly; for Hermitian $H$ this is the $k$-th moment of the total density of states, not divided by the number of sites. The energy of a set of filled levels is a different function of $H$, to which this truncation does not automatically apply.

### (i) Two uncoupled parts

Let $A$ and $B$ be disjoint and nonempty, let $k\ge1$, and let $H_{ab}=0$ for all $a\in A$, $b\in B$. Show that
$$D(A\cup B)=0.$$

**Solution.** Suppose a walk visiting exactly $A\cup B$ has nonzero weight. From a site in $A$ its next site lies in $A\cup B$, but not in $B$, since that step would contribute a factor zero. So it stays in $A$. Because time is cyclic, a walk that is in $A$ once is in $A$ always, and it never visits $B$: a contradiction. Elements from $B$ to $A$ may be nonzero: a closed walk inside $A\cup B$ that uses one must also step from $A$ to $B$, which makes its weight zero.

In Lean, `hstep` is the single step and `hall` its repetition around the cycle.

```lean
/-- The increment vanishes on the union of two disjoint nonempty fragments if all matrix elements
`H a b` from the first to the second are zero. -/
theorem increment_union_eq_zero (H : Matrix n n ℂ) (k : ℕ) [NeZero k] (A B : Finset n)
    (hA : A.Nonempty) (hB : B.Nonempty) (hAB : Disjoint A B)
    (hH : ∀ a ∈ A, ∀ b ∈ B, H a b = 0) : increment H k (A ∪ B) = 0 := by
  rw [increment_eq_sum_walks]
  refine sum_eq_zero fun w hw => ?_
  have hv : visited w = A ∪ B := (mem_filter.1 hw).2
  by_contra hne
  have hfac := prod_ne_zero_iff.1 hne
  -- `w` visits only sites of `A ∪ B` and has nonzero weight, so it never steps out of `A`
  have hstep : ∀ t, w t ∈ A → w (t + 1) ∈ A := fun t ht => by
    have hm : w (t + 1) ∈ A ∪ B := hv ▸ mem_image_of_mem w (mem_univ (t + 1))
    rcases mem_union.1 hm with h | h
    · exact h
    · exact absurd (hH _ ht _ h) (hfac t (mem_univ t))
  obtain ⟨a, ha⟩ := hA
  obtain ⟨b, hb⟩ := hB
  have ha' : a ∈ visited w := by rw [hv]; exact mem_union_left _ ha
  have hb' : b ∈ visited w := by rw [hv]; exact mem_union_right _ hb
  obtain ⟨t, _, rfl⟩ := mem_image.1 ha'
  obtain ⟨s, _, rfl⟩ := mem_image.1 hb'
  have hall : ∀ j : ℕ, ∀ r : Fin k, r.val = (t.val + j) % k → w r ∈ A := by
    intro j
    induction j with
    | zero =>
      intro r hr
      have : r = t := Fin.ext (by rw [hr, Nat.add_zero, Nat.mod_eq_of_lt t.isLt])
      rwa [this]
    | succ j ih =>
      intro r hr
      have hlt : (t.val + j) % k < k := Nat.mod_lt _ (Nat.pos_of_ne_zero (NeZero.ne k))
      have hr' : r = (⟨(t.val + j) % k, hlt⟩ : Fin k) + 1 := by
        apply Fin.ext
        rw [hr]
        show (t.val + (j + 1)) % k = ((t.val + j) % k + 1 % k) % k
        rw [← Nat.add_mod, Nat.add_assoc]
      rw [hr']
      exact hstep _ (ih _ rfl)
  -- going around the cycle, the walk would reach `B` from inside `A`
  have hs : w s ∈ A := hall (s.val + k - t.val) s (by
    have ht := t.isLt
    have h : t.val + (s.val + k - t.val) = s.val + k := by omega
    rw [h, Nat.add_mod_right, Nat.mod_eq_of_lt s.isLt])
  exact disjoint_left.1 hAB hs hb
```

This is a size-consistency property of the moments in the one-particle model: two parts without direct coupling have no joint increment.

### (j) The bound is sharp

Let $J$ be the matrix on $k\ge1$ sites with every element equal to one, diagonal included. Show that for $H=J$ the increment on the full set of sites satisfies
$$D(\{0,\dots,k-1\})\ne0.$$

**Solution.** Every walk has weight one, so by (f) the increment is the number of walks visiting all $k$ sites. The walk $0,1,\dots,k-1$ is one of them, so the number is positive. Lean uses the same walk, as the identity map `id`. The size limit in (g) therefore cannot be lowered for general $H$.

```lean
/-- For the matrix on `k` sites with all elements equal to one, the increment of the `k`-th
moment on the set of all `k` sites is nonzero. -/
theorem increment_all_ones_ne_zero (k : ℕ) [NeZero k] :
    increment (Matrix.of fun _ _ : Fin k => (1 : ℂ)) k univ ≠ 0 := by
  rw [increment_eq_sum_walks]
  have h1 : ∀ w : Fin k → Fin k,
      walkWeight (Matrix.of fun _ _ : Fin k => (1 : ℂ)) w = 1 := fun w => by
    simp [walkWeight]
  simp_rw [h1]
  rw [sum_const, nsmul_eq_mul, mul_one]
  -- the walk through all sites in order contributes
  exact Nat.cast_ne_zero.2 (card_ne_zero_of_mem
    (mem_filter.2 ⟨mem_univ (id : Fin k → Fin k), image_id⟩))

end

end SpectralMomentIncrements
```

```lean
#print axioms SpectralMomentIncrements.increment_eq_sum_walks
#print axioms SpectralMomentIncrements.moment_eq_sum_small_increments
#print axioms SpectralMomentIncrements.increment_union_eq_zero
#print axioms SpectralMomentIncrements.increment_all_ones_ne_zero
```

```
'SpectralMomentIncrements.increment_eq_sum_walks' depends on axioms: [propext, Classical.choice, Quot.sound]
'SpectralMomentIncrements.moment_eq_sum_small_increments' depends on axioms: [propext, Classical.choice, Quot.sound]
'SpectralMomentIncrements.increment_union_eq_zero' depends on axioms: [propext, Classical.choice, Quot.sound]
'SpectralMomentIncrements.increment_all_ones_ne_zero' depends on axioms: [propext, Classical.choice, Quot.sound]
```
